# With a non-symmetric H, the first-order energy change can vanish for every antisymmetric K though H and P do not commute

The energy here is tr(HP), and its first-order change when P is rotated by a generator K is tr(H(KP − PK)). The theorem gives real 2×2 matrices, a symmetric projector P and a non-symmetric H, for which this change is zero for every antisymmetric K, yet HP ≠ PH. So a vanishing first-order change does not by itself force H and P to commute when H is not symmetric. For the first part the proof reads off one entry of the condition Kᴴ = −K, expands the trace into entries and leaves the sum to `linarith`; for the second it compares one entry of HP and PH.

In Lean, a first try:

```lean
import Mathlib

open Matrix
open scoped Matrix.Norms.Operator

namespace SymmetryNeeded

noncomputable section

variable {𝕜 n : Type*} [RCLike 𝕜] [Fintype n] [DecidableEq n]

/-- The first-order energy change `tr(H(KP - PK))` in the direction `K`. -/
def firstOrderChange (H P K : Matrix n n 𝕜) : 𝕜 := trace (H * (K * P - P * K))

/-- A real example with symmetric `P` and non-symmetric `H`: the first-order change vanishes
for every antisymmetric `K`, yet `H` and `P` do not commute. -/
theorem symmetry_needed :
    (∀ K : Matrix (Fin 2) (Fin 2) ℝ, Kᴴ = -K →
      firstOrderChange !![0, 1; -1, 0] !![1, 0; 0, 0] K = 0) ∧
    (!![0, 1; -1, 0] * !![1, 0; 0, 0] : Matrix (Fin 2) (Fin 2) ℝ) ≠
      !![1, 0; 0, 0] * !![0, 1; -1, 0] := by
  constructor
  · intro K hK
    have h := congrFun (congrFun hK 0) 1
    simp only [conjTranspose_apply, star_trivial, neg_apply] at h
    rw [firstOrderChange, trace_fin_two]
    simp [Matrix.mul_apply, Fin.sum_univ_two]
    linarith
  · intro h
    have h01 := congrFun (congrFun h 0) 1
    simp [Matrix.mul_apply, Fin.sum_univ_two] at h01

end

end SymmetryNeeded
```

Lean reports:

```
Main.lean:28:4: error: linarith failed to find a contradiction
case left.h1
K : Matrix (Fin 2) (Fin 2) ℝ
hK : Kᴴ = -K
h : K 1 0 = (-K) 0 1
a✝ : K 1 0 - (![0, 0] ᵥ* K) 0 + (![1, 0] ᵥ* K) 1 < 0
⊢ False
failed
Main.lean:25:50: warning: This simp argument is unused:
  neg_apply

Hint: Omit it from the simp argument list.
  [apply] simp only [conjTranspose_apply, star_trivial] at h

Note: This linter can be disabled with `set_option linter.unusedSimpArgs false`
```

Diagnosis. The error comes from `linarith`, which lacked usable facts on two counts.

The hypothesis `h` still reads `K 1 0 = (-K) 0 1`. The warning says why: `neg_apply`, as written, was never used. `linarith` treats `(-K) 0 1` as an unknown of its own, unrelated to `K 0 1`. The full name `Matrix.neg_apply` gives the lemma that turns it into `-K 0 1`.

The goal was also in the wrong form. `simp` had rewritten products of the explicit matrix P with K as vector-matrix products, such as `(![1, 0] ᵥ* K) 1`, and left them unexpanded. These too are opaque to `linarith`. The repair first runs `simp only` with `Matrix.mul_apply`, `Matrix.sub_apply` and `Fin.sum_univ_two`, so that every product becomes a sum over entries before the general simp lemmas can act. The plain `simp` that follows then only has to evaluate the explicit entries and tidy the arithmetic. What remains is linear in `K 1 0` and `K 0 1`, and `h` settles it.

As a diff, the version that Lean accepts:

```diff
@@ -23,7 +23,8 @@
   · intro K hK
     have h := congrFun (congrFun hK 0) 1
-    simp only [conjTranspose_apply, star_trivial, neg_apply] at h
+    simp only [conjTranspose_apply, star_trivial, Matrix.neg_apply] at h
     rw [firstOrderChange, trace_fin_two]
-    simp [Matrix.mul_apply, Fin.sum_univ_two]
+    simp only [Matrix.mul_apply, Matrix.sub_apply, Fin.sum_univ_two]
+    simp
     linarith
   · intro h
```
